# Symmetrised one-sided force constants can be wrong at first order in the step; for energies of degree at most 3, central differences are exact

Let the potential energy V be a real polynomial of total degree at most 3 in n displacement coordinates, and let d ≠ 0 be the displacement step. Subscripts on V denote partial derivatives, taken at the reference geometry x = 0 unless another point is given, and e_j is the unit displacement along coordinate j. The one-sided difference of the gradient is

H_ij = (V_i(d e_j) − V_i(0)) / d = V_ij + (d/2) V_ijj.

Averaging it with its transpose gives

(H_ij + H_ji) / 2 = V_ij + (d/4)(V_ijj + V_iij),

whereas the central difference returns V_ij itself. For this finite cubic model of a frozen-displacement phonon calculation, the symmetry of a force-constant matrix therefore does not establish that the error from the cubic terms has been removed.

## Energy derivatives and difference schemes

A coordinate index runs over `Fin n`; in a crystal or molecule it would label one Cartesian component of one atom.

```lean
import Mathlib

open MvPolynomial

namespace FiniteDifferenceForceConstants

noncomputable section

variable {n : ℕ}
```

The energy is an `MvPolynomial (Fin n) ℝ`. Its gradient component at a geometry x is

V_i(x) = ∂V/∂x_i (x),

which is minus the force on coordinate i.

```lean
/-- The component `V_i(x)` of the energy gradient (minus the force) at the displacement `x`. -/
def gradient (V : MvPolynomial (Fin n) ℝ) (i : Fin n) (x : Fin n → ℝ) : ℝ :=
  eval x (pderiv i V)
```

The quantity sought is the harmonic force constant at the reference geometry,

V_ij = ∂²V/∂x_j∂x_i (0).

```lean
/-- The harmonic force constant `V_ij(0)`. -/
def forceConstant (V : MvPolynomial (Fin n) ℝ) (i j : Fin n) : ℝ :=
  eval 0 (pderiv j (pderiv i V))
```

The error will be expressed through the cubic force constants

V_ijk = ∂³V/∂x_k∂x_j∂x_i (0).

```lean
/-- The cubic force constant `V_ijk(0)`. -/
def cubicConstant (V : MvPolynomial (Fin n) ℝ) (i j k : Fin n) : ℝ :=
  eval 0 (pderiv k (pderiv j (pderiv i V)))
```

In both definitions `pderiv` differentiates with respect to the leftmost index first. Nothing below assumes V_i(0) = 0, so the reference geometry need not be stationary.

A one-sided scheme displaces coordinate j by d and compares the gradient with its reference value:

H_ij = (V_i(d e_j) − V_i(0)) / d.

The displaced geometry d e_j is written `Pi.single j d`.

```lean
/-- The one-sided difference `H_ij = (V_i(d e_j) - V_i(0)) / d`, for a step `d ≠ 0`. -/
def forwardDifference (V : MvPolynomial (Fin n) ℝ) (d : ℝ) (i j : Fin n) : ℝ :=
  (gradient V i (Pi.single j d) - gradient V i 0) / d
```

The usual repair of an unsymmetric H is to average it with its transpose:

(H_ij + H_ji) / 2.

```lean
/-- The symmetrised one-sided difference `(H_ij + H_ji) / 2`, for a step `d ≠ 0`. -/
def symmetrisedDifference (V : MvPolynomial (Fin n) ℝ) (d : ℝ) (i j : Fin n) : ℝ :=
  (forwardDifference V d i j + forwardDifference V d j i) / 2
```

The central scheme uses displacements of both signs:

(V_i(d e_j) − V_i(−d e_j)) / (2d).

```lean
/-- The central difference `(V_i(d e_j) - V_i(-d e_j)) / (2d)`, for a step `d ≠ 0`. -/
def centralDifference (V : MvPolynomial (Fin n) ℝ) (d : ℝ) (i j : Fin n) : ℝ :=
  (gradient V i (Pi.single j d) - gradient V i (Pi.single j (-d))) / (2 * d)
```

All three schemes are built from exact gradient values, so rounding and incomplete electronic convergence are absent from the model.

## Mixed derivatives commute

Comparing H_ij with H_ji requires ∂_i∂_j V = ∂_j∂_i V. Constants satisfy this, and sums inherit it. If it holds for p, the product rule gives, for p x_k,

∂_i∂_j(p x_k) = (∂_i∂_j p) x_k + (∂_j p)(∂_i x_k) + (∂_i p)(∂_j x_k) + p ∂_i∂_j x_k.

The last term is zero, the two middle terms exchange under i ↔ j, and the first is symmetric by assumption. Every polynomial is built up in these ways.

```lean
/-- Mixed partial derivatives of a polynomial energy commute. -/
theorem pderiv_comm' (V : MvPolynomial (Fin n) ℝ) (i j : Fin n) :
    pderiv i (pderiv j V) = pderiv j (pderiv i V) := by
  induction V using MvPolynomial.induction_on
  next a => simp
  next p q hp hq => simp only [map_add, hp, hq]
  next p k ih =>
    -- second derivatives of a coordinate vanish
    have h : ∀ a b : Fin n, pderiv a (pderiv b (X k : MvPolynomial (Fin n) ℝ)) = 0 := by
      intro a b
      by_cases hk : k = b
      · subst hk
        simp
      · rw [pderiv_X_of_ne hk, map_zero]
    simp only [pderiv_mul, map_add, h]
    linear_combination X k * ih
```

The induction has the same three cases. In the last one, `h` records that second derivatives of a coordinate vanish, and `linear_combination X k * ih` multiplies the induction hypothesis by x_k.

## The gradient along one axis

Take a monomial a ∏_k x_k^(u_k). On axis j every coordinate other than x_j is zero. If u_l ≠ 0 for some l ≠ j, the product contains the factor 0^(u_l) = 0, hence

a ∏_k x_k^(u_k) = 0 at x = t e_j.

```lean
/-- A monomial containing a coordinate other than `x_j` vanishes on the axis `j`. -/
theorem monomial_off_axis (u : Fin n →₀ ℕ) (a t : ℝ) {j l : Fin n}
    (hl : l ≠ j) (hu : u l ≠ 0) :
    eval (Pi.single j t : Fin n → ℝ) (monomial u a) = 0 := by
  rw [eval_monomial, Finsupp.prod]
  refine mul_eq_zero_of_right _
    (Finset.prod_eq_zero (Finsupp.mem_support_iff.mpr hu) ?_)
  simp [hl, hu]
```

Now let f be a monomial with u_j ≤ 2. The claim is

f(t e_j) = f(0) + t ∂_j f(0) + (t²/2) ∂_j² f(0).

If f contains another coordinate x_l, differentiation by x_j leaves that factor in place, so both sides are zero. Otherwise f = a x_j^m with m = 0, 1 or 2, and the right-hand side is a, t a or (t²/2)(2a), which is a t^m in each case.

```lean
/-- A monomial at most quadratic in `x_j` equals its second-order Taylor expansion
along the axis `j`. -/
theorem monomial_along_axis (u : Fin n →₀ ℕ) (a t : ℝ) (j : Fin n) (hu : u j ≤ 2) :
    eval (Pi.single j t : Fin n → ℝ) (monomial u a) =
      eval 0 (monomial u a) + t * eval 0 (pderiv j (monomial u a))
        + t ^ 2 / 2 * eval 0 (pderiv j (pderiv j (monomial u a))) := by
  by_cases h : ∃ l, l ≠ j ∧ u l ≠ 0
  · -- another coordinate is present: every term is zero
    obtain ⟨l, hl, hul⟩ := h
    have h0 : ∀ (v : Fin n →₀ ℕ) (b : ℝ), v l ≠ 0 →
        eval (0 : Fin n → ℝ) (monomial v b) = 0 := by
      intro v b hv
      have h1 := monomial_off_axis v b 0 hl hv
      rwa [Pi.single_zero] at h1
    have e : ∀ v : Fin n →₀ ℕ, v l ≠ 0 →
        (v - Finsupp.single j 1 : Fin n →₀ ℕ) l ≠ 0 := by
      intro v hv
      simp [Finsupp.tsub_apply, Ne.symm hl, hv]
    rw [pderiv_monomial, pderiv_monomial, monomial_off_axis u a t hl hul, h0 _ _ hul,
      h0 _ _ (e _ hul), h0 _ _ (e _ (e _ hul))]
    ring
  · -- a pure power of `x_j`, with exponent 0, 1 or 2
    have hs : u = Finsupp.single j (u j) := by
      ext l
      by_cases hl : l = j
      · subst hl
        simp
      · have h1 : u l = 0 := by
          by_contra h2
          exact h ⟨l, hl, h2⟩
        simp [Ne.symm hl, h1]
    have hm : monomial u a = C a * X j ^ (u j) := by
      rw [C_mul_X_pow_eq_monomial, ← hs]
    rw [hm]
    clear hm hs h
    generalize u j = m at hu ⊢
    interval_cases m <;> simp [pow_two] <;> ring
```

The `by_cases` makes this division. In the second branch `hs` shows that only the exponent of x_j survives, and `interval_cases m` runs through the three powers.

To apply this to the gradient, take a monomial of V with exponents s_k, where Σ_k s_k ≤ 3. If s_i = 0, its derivative by x_i is zero. Otherwise the derivative lowers s_i by one, and the remaining exponent of x_j is

- s_i − 1 ≤ 2, if i = j;
- s_j ≤ 3 − s_i ≤ 2, if i ≠ j.

The expansion therefore holds for each differentiated monomial, and summing over the monomials of V gives

V_i(t e_j) = V_i(0) + t V_ij + (t²/2) V_ijj.

```lean
/-- For an energy of degree at most 3, the gradient along the axis `j` is
`V_i(t e_j) = V_i(0) + t V_ij + (t²/2) V_ijj`. -/
theorem gradient_along_axis (V : MvPolynomial (Fin n) ℝ) (hV : V.totalDegree ≤ 3)
    (i j : Fin n) (t : ℝ) :
    gradient V i (Pi.single j t) =
      gradient V i 0 + t * forceConstant V i j + t ^ 2 / 2 * cubicConstant V i j j := by
  have key : ∀ s ∈ V.support,
      eval (Pi.single j t : Fin n → ℝ) (pderiv i (monomial s (coeff s V))) =
        eval 0 (pderiv i (monomial s (coeff s V)))
          + t * eval 0 (pderiv j (pderiv i (monomial s (coeff s V))))
          + t ^ 2 / 2 * eval 0 (pderiv j (pderiv j (pderiv i (monomial s (coeff s V))))) := by
    intro s hs
    rw [pderiv_monomial]
    by_cases hsi : s i = 0
    · simp [hsi]
    · apply monomial_along_axis
      -- the original monomial has degree at most three
      have hdeg : ∑ k, s k ≤ 3 := by
        have h := (le_totalDegree hs).trans hV
        rwa [Finsupp.sum_fintype _ _ (fun _ => rfl)] at h
      by_cases hij : i = j
      · subst hij
        have h1 : s i ≤ ∑ k, s k :=
          Finset.single_le_sum (f := fun k => s k) (fun k _ => Nat.zero_le _)
            (Finset.mem_univ i)
        rw [Finsupp.tsub_apply, Finsupp.single_eq_same]
        omega
      · have h1 : ∑ k ∈ {i, j}, s k ≤ ∑ k, s k :=
          Finset.sum_le_sum_of_subset (Finset.subset_univ _)
        rw [Finset.sum_pair hij] at h1
        rw [Finsupp.tsub_apply]
        omega
  unfold gradient forceConstant cubicConstant
  rw [V.as_sum]
  simp only [map_sum, Finset.mul_sum, ← Finset.sum_add_distrib]
  exact Finset.sum_congr rfl key
```

The statement `key` is the expansion for one monomial, with `omega` settling the exponent count. The final lines write V as the sum of its monomials and add the identities. The bound `V.totalDegree ≤ 3` enters here and is inherited by the three difference formulas.

## What each scheme returns

Setting t = d, subtracting V_i(0) and dividing by d gives

H_ij = V_ij + (d/2) V_ijj.

```lean
/-- For an energy of degree at most 3 and a step `d ≠ 0`, the one-sided difference is
`H_ij = V_ij + (d/2) V_ijj`. -/
theorem forwardDifference_eq (V : MvPolynomial (Fin n) ℝ) (hV : V.totalDegree ≤ 3)
    {d : ℝ} (hd : d ≠ 0) (i j : Fin n) :
    forwardDifference V d i j = forceConstant V i j + d / 2 * cubicConstant V i j j := by
  unfold forwardDifference
  rw [gradient_along_axis V hV i j d, div_eq_iff hd]
  ring
```

The error involves a second derivative along the displaced coordinate j, so exchanging i and j generally changes it:

H_ji = V_ji + (d/2) V_jii = V_ij + (d/2) V_iij.

The average is

(H_ij + H_ji) / 2 = V_ij + (d/4)(V_ijj + V_iij).

```lean
/-- For an energy of degree at most 3 and a step `d ≠ 0`, symmetrising the one-sided
differences leaves the error `(d/4)(V_ijj + V_iij)`. -/
theorem symmetrisedDifference_eq (V : MvPolynomial (Fin n) ℝ) (hV : V.totalDegree ≤ 3)
    {d : ℝ} (hd : d ≠ 0) (i j : Fin n) :
    symmetrisedDifference V d i j =
      forceConstant V i j + d / 4 * (cubicConstant V i j j + cubicConstant V i i j) := by
  have h2 : forceConstant V j i = forceConstant V i j := by
    unfold forceConstant
    rw [pderiv_comm' V i j]
  have h3 : cubicConstant V j i i = cubicConstant V i i j := by
    unfold cubicConstant
    rw [pderiv_comm' V i j, pderiv_comm' (pderiv i V) i j]
  unfold symmetrisedDifference
  rw [forwardDifference_eq V hV hd, forwardDifference_eq V hV hd, h2, h3]
  ring
```

Here `h2` and `h3` are the exchanges V_ji = V_ij and V_jii = V_iij. For i = j the averaging changes nothing, and the formula reduces to V_ii + (d/2) V_iii.

Since d ≠ 0, comparing the formulas shows that H_ij = H_ji exactly when V_ijj = V_iij, while the average is correct exactly when V_ijj + V_iij = 0. This comparison is a reading of the two identities and has no separate Lean statement.

For the central difference, the terms even in the displacement cancel:

V_i(d e_j) − V_i(−d e_j) = 2d V_ij.

Division by 2d leaves V_ij.

```lean
/-- For an energy of degree at most 3 and a step `d ≠ 0`, central differences of the gradient
give the harmonic force constants exactly. -/
theorem centralDifference_exact (V : MvPolynomial (Fin n) ℝ) (hV : V.totalDegree ≤ 3)
    {d : ℝ} (hd : d ≠ 0) (i j : Fin n) :
    centralDifference V d i j = forceConstant V i j := by
  unfold centralDifference
  rw [gradient_along_axis V hV i j d, gradient_along_axis V hV i j (-d),
    div_eq_iff (mul_ne_zero two_ne_zero hd)]
  ring
```

The proof inserts the axis expansion at d and at −d, then clears the denominator. The degree bound can't be raised to 4: for V = x⁴ in one coordinate the central difference is 4d², although the force constant at 0 is zero.

## Numbers for a step of 0.1

In dimensionless units, take

V = x² + 3xy + y² + 2x²y + 4xy².

Its gradient components are

V_x = 2x + 3y + 4xy + 4y²,
V_y = 3x + 2y + 2x² + 8xy,

and the true coupling is V_xy = 3. The matrix of second derivatives at the origin has eigenvalues 5 and −1, so this reference geometry is a saddle point and not a stable equilibrium; the difference formulas hold there all the same. With d = 0.1,

H_xy = (0.30 + 0.04) / 0.1 = 3.4,
H_yx = (0.30 + 0.02) / 0.1 = 3.2.

The average is 3.3. Its error of 0.3 agrees with (d/4)(V_xyy + V_xxy) = 0.025 × (8 + 4). The central difference for the xy entry is

(0.34 − (−0.26)) / 0.2 = 3.

## A symmetric matrix with a false coupling

In the example above the asymmetry of H at least signals an error. That signal disappears when the two cubic constants are equal, as they are for

V = x²y + xy².

In Lean, x is `X 0` and y is `X 1`.

```lean
/-- The two-coordinate cubic energy `x²y + xy²`. -/
def cubicCoupling : MvPolynomial (Fin 2) ℝ := X 0 ^ 2 * X 1 + X 0 * X 1 ^ 2
```

The gradient components are

V_x = 2xy + y²,
V_y = x² + 2xy.

Displacing y by d gives V_x = d², and displacing x by d gives V_y = d². Both gradients vanish at the origin, so

H_xy = H_yx = d² / d = d.

The true coupling is V_xy = 2x + 2y at the origin, which is 0. The matrix H is already symmetric, averaging leaves it unchanged, and its off-diagonal entry is entirely an artefact of the step. This energy changes sign under (x, y) → (−x, −y) and is not identically zero, so the origin is not a local minimum. Adding x² + y² makes it a local minimum and changes only the diagonal entries, so the false coupling remains.

For V = x²y + xy² itself, the theorem states three facts for every d ≠ 0: symmetry for all pairs of indices, the value d for the `0 1` entry, and the value 0 for the corresponding force constant. In its proof, `g0` and `g1` are the two gradient components, and `f01` and `f10` are the two off-diagonal differences.

```lean
/-- For `V = x²y + xy²` and a step `d ≠ 0`, the one-sided difference matrix is symmetric, but
its off-diagonal entry is `d` where the true force constant is `0`. -/
theorem symmetric_but_wrong {d : ℝ} (hd : d ≠ 0) :
    (∀ i j, forwardDifference cubicCoupling d i j = forwardDifference cubicCoupling d j i) ∧
      forwardDifference cubicCoupling d 0 1 = d ∧ forceConstant cubicCoupling 0 1 = 0 := by
  have h01 : pderiv (0 : Fin 2) (X 1 : MvPolynomial (Fin 2) ℝ) = 0 :=
    pderiv_X_of_ne (by decide)
  have h10 : pderiv (1 : Fin 2) (X 0 : MvPolynomial (Fin 2) ℝ) = 0 :=
    pderiv_X_of_ne (by decide)
  -- the two gradient components
  have g0 : pderiv 0 cubicCoupling = X 0 * X 1 + X 0 * X 1 + X 1 * X 1 := by
    simp only [cubicCoupling, map_add, pderiv_mul, pow_two, pderiv_X_self, h01]
    ring
  have g1 : pderiv 1 cubicCoupling = X 0 * X 0 + X 0 * X 1 + X 0 * X 1 := by
    simp only [cubicCoupling, map_add, pderiv_mul, pow_two, pderiv_X_self, h10]
    ring
  have f01 : forwardDifference cubicCoupling d 0 1 = d := by
    unfold forwardDifference gradient
    rw [g0, div_eq_iff hd]
    simp
  have f10 : forwardDifference cubicCoupling d 1 0 = d := by
    unfold forwardDifference gradient
    rw [g1, div_eq_iff hd]
    simp
  refine ⟨?_, f01, ?_⟩
  · simp [Fin.forall_fin_two, f01, f10]
  · unfold forceConstant
    rw [g0]
    simp [h10]

end

end FiniteDifferenceForceConstants
```

```lean
#print axioms FiniteDifferenceForceConstants.symmetrisedDifference_eq
#print axioms FiniteDifferenceForceConstants.centralDifference_exact
#print axioms FiniteDifferenceForceConstants.symmetric_but_wrong
```

```
'FiniteDifferenceForceConstants.symmetrisedDifference_eq' depends on axioms: [propext, Classical.choice, Quot.sound]
'FiniteDifferenceForceConstants.centralDifference_exact' depends on axioms: [propext, Classical.choice, Quot.sound]
'FiniteDifferenceForceConstants.symmetric_but_wrong' depends on axioms: [propext, Classical.choice, Quot.sound]
```
